# The number of ways to couple n electron spins to total spin s/2 as a difference of binomial coefficients

Couple n electrons, each of spin one half, one after another, so that each raises or lowers the total spin by one half and the total never falls below zero. The theorem `branching_eq` says that if n = s + 2k, with n, s and k natural numbers, the number of such paths to total spin s/2 is C(n, k) − C(n, k−1), the second term being read as 0 when k = 0. Only spin couplings are counted, and no Hamiltonian or spatial wavefunction enters. The proof goes by induction on n, treats the singlet s = 0 apart from s > 0, and leaves `omega` to combine the induction hypothesis with Pascal's rule.

The failing Lean file:

```lean
import Mathlib

open Finset

namespace BranchingEq

/-- The binomial coefficient C(n, k-1), read as 0 when k = 0. -/
def choosePred (n : ℕ) : ℕ → ℕ
  | 0 => 0
  | k + 1 => n.choose k

/-- The branching diagram: the number of ways to couple n electron spins one after another
to total spin s/2, each electron raising or lowering the spin by one half. -/
def branching : ℕ → ℕ → ℕ
  | 0, 0 => 1
  | 0, _ + 1 => 0
  | n + 1, 0 => branching n 1
  | n + 1, s + 1 => branching n s + branching n (s + 2)

/-- Pascal's rule, C(n+1, k) = C(n, k-1) + C(n, k), including k = 0. -/
theorem pascal (n k : ℕ) : (n + 1).choose k = choosePred n k + n.choose k := by
  cases k with
  | zero => simp [choosePred]
  | succ k => simp only [choosePred, Nat.choose_succ_succ']

/-- The spin of n electrons cannot exceed n/2. -/
theorem branching_eq_zero (n s : ℕ) (h : n < s) : branching n s = 0 := by
  induction n generalizing s with
  | zero =>
    obtain ⟨t, rfl⟩ : ∃ t, s = t + 1 := ⟨s - 1, by omega⟩
    simp only [branching]
  | succ n ih =>
    obtain ⟨t, rfl⟩ : ∃ t, s = t + 1 := ⟨s - 1, by omega⟩
    simp only [branching]
    rw [ih t (by omega), ih (t + 2) (by omega)]

/-- For n = s + 2k open shells, the number of couplings to total spin s/2 is
C(n, k) - C(n, k-1). -/
theorem branching_eq (n s k : ℕ) (h : n = s + 2 * k) :
    (branching n s : ℤ) = n.choose k - choosePred n k := by
  induction n generalizing s k with
  | zero =>
    obtain rfl : s = 0 := by omega
    obtain rfl : k = 0 := by omega
    simp [branching, choosePred]
  | succ n ih =>
    cases s with
    | zero =>
      -- a singlet arises only from a doublet
      obtain ⟨j, rfl⟩ : ∃ j, k = j + 1 := ⟨k - 1, by omega⟩
      obtain rfl : n = 2 * j + 1 := by omega
      have h1 := ih 1 j (by omega)
      have h2 := Nat.choose_symm_half j
      have h3 := pascal (2 * j + 1) j
      have h4 := Nat.choose_succ_succ' (2 * j + 1) j
      simp only [branching, choosePred]
      omega
    | succ s =>
      cases k with
      | zero =>
        have h1 := ih s 0 (by omega)
        have h2 := branching_eq_zero n (s + 2) (by omega)
        simp only [branching, choosePred, Nat.choose_zero_right] at h1 ⊢
        omega
      | succ j =>
        have h1 := ih s (j + 1) (by omega)
        have h2 := ih (s + 2) j (by omega)
        have h3 := pascal n j
        have h4 := Nat.choose_succ_succ' n j
        simp only [branching, choosePred] at h1 ⊢
        omega

end BranchingEq
```

The error:

```
Main.lean:57:6: error: omega could not prove the goal:
a possible counterexample may satisfy the constraints
  e ≥ 0
  d ≥ 0
  c ≥ 0
  b ≥ 0
  b - c ≤ 0
  b ≥ 0
  2*b - c ≥ 0
  2*b - c - d - e ≥ 1
  a ≥ 0
where
 a := ↑j
 b := ↑((2 * j + 1).choose (j + 1))
 c := ↑((2 * j + 1 + 1).choose j)
 d := ↑(branching (2 * j) 0)
 e := ↑(branching (2 * j) (0 + 2))
```

Diagnosis. The error is in the singlet case, where `omega` lacks a link between the goal and the induction hypothesis `h1`. `obtain rfl` has replaced `n` by `2 * j + 1`, which is visibly a successor. So `simp only [branching, choosePred]` doesn't stop at `branching (2 * j + 1) 1` but unfolds it once more, into the sum of `branching (2 * j) 0` and `branching (2 * j) (0 + 2)`, the `d` and `e` of the message. `h1` still speaks of `branching (2 * j + 1) 1`. `omega` doesn't unfold `branching`, so to it these are unrelated numbers.

The repair keeps the equation as a hypothesis `hn` and leaves `n` a variable. The unfolding then stops at `branching n 1`, the very term in `h1`. The other changes make the binomial coefficients match too: `rw [← hn] at h2` puts the symmetry `h2` in terms of `n`, and `h3` and `h4` are now stated for `n`, as the goal is.

The change, after which it compiles:

```diff
@@ -49,9 +49,10 @@
       -- a singlet arises only from a doublet
       obtain ⟨j, rfl⟩ : ∃ j, k = j + 1 := ⟨k - 1, by omega⟩
-      obtain rfl : n = 2 * j + 1 := by omega
+      have hn : n = 2 * j + 1 := by omega
       have h1 := ih 1 j (by omega)
       have h2 := Nat.choose_symm_half j
-      have h3 := pascal (2 * j + 1) j
-      have h4 := Nat.choose_succ_succ' (2 * j + 1) j
+      rw [← hn] at h2
+      have h3 := pascal n j
+      have h4 := Nat.choose_succ_succ' n j
       simp only [branching, choosePred]
       omega
```
